# Aitken extrapolation asymptotically halves the error of 1/(n+1) but does not accelerate it

## Two sequences that start with 1 and 1/2

Take the three values $1, \tfrac12, \tfrac14$ of a sequence that halves at each step. Aitken extrapolation subtracts from the first value the square of the first difference, divided by the second difference:

$$
1-\frac{(\tfrac12-1)^2}{\tfrac14-2\cdot\tfrac12+1}=1-\frac{1/4}{1/4}=0 .
$$

This is the exact limit. Now replace the third value by $\tfrac13$, so that the data are the start of $1/(n+1)$, which also converges to zero:

$$
1-\frac{(\tfrac12-1)^2}{\tfrac13-2\cdot\tfrac12+1}=1-\frac{1/4}{1/3}=\frac14 .
$$

An error remains. Further along the sequence the extrapolated value approaches half of the value it is meant to improve.

## Geometric and marginal convergence

For a sequence $x(n)$, $n=0,1,2,\dots$, write

$$
D(n)=x(n+2)-2x(n+1)+x(n),\qquad
A(n)=x(n)-\frac{(x(n+1)-x(n))^2}{D(n)} .
$$

If $x(n)=x_*+Cq^n$ with $C\neq0$ and $0<|q|<1$, then the first difference is $Cq^n(q-1)$ and $D(n)=Cq^n(q-1)^2$. The quotient is $Cq^n$, and $A(n)=x_*$. The formula thus removes an error that shrinks by a constant factor $q$ different from one.

A fixed-point iteration with a smooth update has such an error, to leading order, when it converges to a fixed point where the slope of the update is $q$, without reaching that point exactly. At slope one the linear part no longer contracts. An example is

$$
f(x)=\frac{x}{1+x},\qquad f(0)=0,\qquad f'(x)=\frac{1}{(1+x)^2},\qquad f'(0)=1 .
$$

For $x>0$ we have $1/f(x)=1/x+1$, so each step adds one to the reciprocal. Starting from $a>0$, the $n$-th iterate is $1/(n+1/a)$, and $a=1$ gives $1/(n+1)$. A self-consistent-field calculation is also a fixed-point iteration, but with many unknowns, and $f$ is not derived from one. This scalar model shows only that extrapolation can leave a fixed fraction of the error when the slope of the update is one.

## What is proved

Acceleration means here that the error of the extrapolated sequence, divided by the error of the original one, tends to zero. The limit is zero in all cases below, so the errors are the values themselves.

The theorem `aitken_need_not_accelerate` concerns a real sequence `x` with $x(n)=1/(n+1)$ for all $n$; the hypothesis `hx` only fixes which sequence is meant. It states that:

- $x(n)\to0$ and $x(n+1)/x(n)\to1$;
- $D(n)\neq0$ for every $n$;
- $A(n)=\dfrac{1}{2(n+2)}$ for every $n$;
- $A(n)/x(n)\to\tfrac12$, and this ratio does not tend to $0$.

The theorem `repeated_aitken_marginal` treats the iteration of $f$ from any $a>0$ and applies Aitken extrapolation $k$ times to the whole sequence of iterates. The result, divided by the plain iterate, tends to $2^{-k}$ as $n\to\infty$ with $k$ held fixed. No fixed number of repetitions therefore accelerates this iteration. The second differences at every level are nonzero, so each extrapolation divides by a genuine denominator; this needs stating because Lean assigns the value zero to a division by zero.

In the Lean code a sequence is a function `ℕ → ℝ`, with counting from zero. `secondDiff x n` is $D(n)$, `aitken x n` is $A(n)$, and `marginalStep` is $f$. The notation `marginalStep^[n] a` means $n$ applications of $f$ to $a$, while `aitken^[k]` means $k$ applications of the operator that turns one sequence into another. `Tendsto … atTop (𝓝 L)` says that the limit for $n\to\infty$ is $L$.

The arithmetic is exact and the unknown is a single real number. Vector-valued mixing schemes, rounding errors and methods that feed the extrapolated value back into the iteration are not treated.

## The family c/(n+b) maps to itself

Let $x(n)=c/(n+b)$ with $c\neq0$ and $b>0$, and abbreviate $y=n+b$. The first difference is

$$
\frac{c}{y+1}-\frac{c}{y}=-\frac{c}{y(y+1)} ,
$$

and the second difference is

$$
D(n)=c\,\frac{y(y+1)-2y(y+2)+(y+1)(y+2)}{y(y+1)(y+2)}=\frac{2c}{y(y+1)(y+2)}\neq0 .
$$

The correction is therefore

$$
\frac{c^2}{y^2(y+1)^2}\cdot\frac{y(y+1)(y+2)}{2c}=\frac{c(y+2)}{2y(y+1)} ,
$$

and

$$
A(n)=\frac{c}{y}-\frac{c(y+2)}{2y(y+1)}=\frac{c\,(2y+2-y-2)}{2y(y+1)}=\frac{c/2}{n+b+1} .
$$

Extrapolation halves the amplitude $c$ and raises the offset $b$ by one. The new sequence belongs to the same family, so the step can be repeated. Starting from $1/(n+b)$, $k$ extrapolations give

$$
\frac{2^{-k}}{n+b+k} .
$$

Its ratio to the original sequence is

$$
2^{-k}\,\frac{n+b}{n+b+k}=2^{-k}\left(1-\frac{k}{n+b+k}\right)\longrightarrow 2^{-k} .
$$

For $b=1$ and $k=1$ this is $A(n)=1/(2(n+2))$ with $A(n)/x(n)\to\tfrac12$. The successive ratio of the original sequence is $x(n+1)/x(n)=(n+1)/(n+2)\to1$.

Since $A(n)$ uses data up to $x(n+2)$, one may prefer to compare it with that latest value. The ratio is then $(n+3)/(2(n+2))$, which by the same elementary limit also tends to $\tfrac12$; this variant is not among the theorems in the file.

## The Lean file

```lean
import Mathlib

open Filter Topology

namespace AitkenSublinear

noncomputable section

/-- The second difference `x(n+2) - 2 x(n+1) + x(n)` of a sequence. -/
def secondDiff (x : ℕ → ℝ) (n : ℕ) : ℝ := x (n + 2) - 2 * x (n + 1) + x n

/-- Aitken extrapolation, as an operation that turns a sequence into a new sequence. -/
def aitken (x : ℕ → ℝ) (n : ℕ) : ℝ := x n - (x (n + 1) - x n) ^ 2 / secondDiff x n

/-- The sequence `c / (n + b)`. -/
def tail (c b : ℝ) (n : ℕ) : ℝ := c / ((n : ℝ) + b)

/-- The fixed-point update `x ↦ x / (1 + x)`. -/
def marginalStep (x : ℝ) : ℝ := x / (1 + x)

/-- The update `x ↦ x / (1 + x)` has slope exactly one at its fixed point zero. -/
theorem marginalStep_slope : marginalStep 0 = 0 ∧ HasDerivAt marginalStep 1 0 := by
  refine ⟨by simp [marginalStep], ?_⟩
  have h := ((hasDerivAt_id' (0 : ℝ)).fun_div
    ((hasDerivAt_id' (0 : ℝ)).const_add 1) (by norm_num)).congr_deriv
    (show _ = (1 : ℝ) by norm_num)
  exact h

/-- Started from `a > 0`, the marginal iteration gives `1 / (n + 1/a)` after `n` steps. -/
theorem marginalStep_iterate {a : ℝ} (ha : 0 < a) (n : ℕ) :
    marginalStep^[n] a = tail 1 (1 / a) n := by
  induction n with
  | zero => simp [tail]
  | succ n ih =>
    rw [Function.iterate_succ_apply', ih]
    have hb : 0 < 1 / a := by positivity
    generalize 1 / a = b at hb ⊢
    have h0 : (n : ℝ) + b ≠ 0 := by positivity
    have h1 : (n : ℝ) + 1 + b ≠ 0 := by positivity
    have e : 1 + 1 / ((n : ℝ) + b) = ((n : ℝ) + 1 + b) / ((n : ℝ) + b) := by
      field_simp
      ring
    simp only [marginalStep, tail]
    push_cast
    rw [e]
    field_simp

/-- The second differences of `c / (n + b)` in closed form, for `b > 0`. -/
theorem secondDiff_tail (c : ℝ) {b : ℝ} (hb : 0 < b) (n : ℕ) :
    secondDiff (tail c b) n =
      2 * c / (((n : ℝ) + b) * ((n : ℝ) + 1 + b) * ((n : ℝ) + 2 + b)) := by
  have h0 : (n : ℝ) + b ≠ 0 := by positivity
  have h1 : (n : ℝ) + 1 + b ≠ 0 := by positivity
  have h2 : (n : ℝ) + 2 + b ≠ 0 := by positivity
  simp only [secondDiff, tail]
  push_cast
  field_simp
  ring

/-- For `c ≠ 0` and `b > 0` the second differences of `c / (n + b)` do not vanish, and Aitken
extrapolation halves the amplitude `c` and shifts the offset `b` by one. -/
theorem aitken_tail {c b : ℝ} (hc : c ≠ 0) (hb : 0 < b) :
    (∀ n, secondDiff (tail c b) n ≠ 0) ∧ aitken (tail c b) = tail (c / 2) (b + 1) := by
  constructor
  · intro n
    rw [secondDiff_tail c hb]
    positivity
  · funext n
    have h0 : (n : ℝ) + b ≠ 0 := by positivity
    have h1 : (n : ℝ) + 1 + b ≠ 0 := by positivity
    have h2 : (n : ℝ) + 2 + b ≠ 0 := by positivity
    have e : (n : ℝ) + (b + 1) = (n : ℝ) + 1 + b := by ring
    rw [aitken, secondDiff_tail c hb]
    simp only [tail]
    push_cast
    rw [e]
    field_simp
    ring

/-- For `b > 0`, applying Aitken extrapolation `k` times to `1 / (n + b)` gives `(1/2)^k / (n + b +
k)`. -/
theorem aitken_iterate_tail {b : ℝ} (hb : 0 < b) (k : ℕ) :
    aitken^[k] (tail 1 b) = tail ((1 / 2) ^ k) (b + k) := by
  induction k with
  | zero => simp
  | succ k ih =>
    -- each further extrapolation acts on a sequence of the same family
    rw [Function.iterate_succ_apply', ih,
      (aitken_tail (by positivity) (by positivity)).2]
    have e1 : ((1 : ℝ) / 2) ^ k / 2 = (1 / 2) ^ (k + 1) := by ring
    have e2 : b + (k : ℝ) + 1 = b + ((k + 1 : ℕ) : ℝ) := by push_cast; ring
    rw [e1, e2]

/-- The sequence `c / (n + b)` converges to zero. -/
theorem tail_tendsto (c b : ℝ) : Tendsto (tail c b) atTop (𝓝 0) := by
  have h : Tendsto (fun n : ℕ => (n : ℝ) + b) atTop atTop :=
    tendsto_atTop_add_const_right _ b tendsto_natCast_atTop_atTop
  exact tendsto_const_nhds.div_atTop h

/-- The ratio of `c / (n + b + d)` to `1 / (n + b)` tends to the amplitude `c`. -/
theorem tail_ratio (c : ℝ) {b d : ℝ} (hb : 0 < b) (hd : 0 ≤ d) :
    Tendsto (fun n => tail c (b + d) n / tail 1 b n) atTop (𝓝 c) := by
  have h := ((tail_tendsto d (b + d)).const_sub 1).const_mul c
  rw [sub_zero, mul_one] at h
  refine h.congr fun n => ?_
  have h0 : (n : ℝ) + b ≠ 0 := by positivity
  have h1 : (n : ℝ) + (b + d) ≠ 0 := by positivity
  simp only [tail]
  field_simp
  ring

/-- For the marginal iteration started at `a > 0`, the `k`-fold Aitken value divided by the
plain iterate tends to `(1/2)^k`, and the second differences at every level are nonzero. -/
theorem repeated_aitken_marginal {a : ℝ} (ha : 0 < a) (k : ℕ) :
    (∀ n, secondDiff (aitken^[k] (fun m => marginalStep^[m] a)) n ≠ 0) ∧
    Tendsto (fun n => aitken^[k] (fun m => marginalStep^[m] a) n / marginalStep^[n] a)
      atTop (𝓝 ((1 / 2) ^ k)) := by
  have hb : 0 < 1 / a := by positivity
  have hx : (fun m => marginalStep^[m] a) = tail 1 (1 / a) :=
    funext (marginalStep_iterate ha)
  rw [hx, aitken_iterate_tail hb]
  refine ⟨(aitken_tail (by positivity) (by positivity)).1, ?_⟩
  refine (tail_ratio ((1 / 2) ^ k) hb (Nat.cast_nonneg k)).congr fun n => ?_
  rw [marginalStep_iterate ha]

/-- The sequence `x(n) = 1/(n+1)` converges to zero with successive ratio tending to one. Its
second differences are nonzero, its Aitken values are `1/(2(n+2))`, and their ratio to `x(n)`
tends to `1/2` and not to zero. -/
theorem aitken_need_not_accelerate (x : ℕ → ℝ) (hx : ∀ n, x n = 1 / ((n : ℝ) + 1)) :
    Tendsto x atTop (𝓝 0) ∧
    Tendsto (fun n => x (n + 1) / x n) atTop (𝓝 1) ∧
    (∀ n, secondDiff x n ≠ 0) ∧
    (∀ n, aitken x n = 1 / (2 * ((n : ℝ) + 2))) ∧
    Tendsto (fun n => aitken x n / x n) atTop (𝓝 (1 / 2)) ∧
    ¬ Tendsto (fun n => aitken x n / x n) atTop (𝓝 0) := by
  have hxt : x = tail 1 1 := funext hx
  obtain ⟨hne, hA⟩ := aitken_tail (c := 1) (b := 1) one_ne_zero one_pos
  have hhalf : Tendsto (fun n => aitken x n / x n) atTop (𝓝 (1 / 2)) := by
    rw [hxt, hA]
    exact tail_ratio (1 / 2) one_pos zero_le_one
  refine ⟨hxt ▸ tail_tendsto 1 1, ?_, hxt ▸ hne, ?_, hhalf, ?_⟩
  · -- the shifted sequence is again of the form 1/(n+b)
    refine (tail_ratio 1 one_pos zero_le_one).congr fun n => ?_
    have e : (n : ℝ) + (1 + 1) = ((n + 1 : ℕ) : ℝ) + 1 := by push_cast; ring
    rw [hxt]
    simp only [tail]
    rw [e]
  · intro n
    have h2 : (n : ℝ) + 2 ≠ 0 := by positivity
    have e : (n : ℝ) + (1 + 1) = (n : ℝ) + 2 := by ring
    rw [hxt, hA, tail, e, div_div]
  · -- a sequence cannot have both limits 1/2 and 0
    intro h0
    have h := tendsto_nhds_unique hhalf h0
    norm_num at h

end

end AitkenSublinear
```

```lean
#print axioms AitkenSublinear.marginalStep_slope
#print axioms AitkenSublinear.repeated_aitken_marginal
#print axioms AitkenSublinear.aitken_need_not_accelerate
```

```
'AitkenSublinear.marginalStep_slope' depends on axioms: [propext, Classical.choice, Quot.sound]
'AitkenSublinear.repeated_aitken_marginal' depends on axioms: [propext, Classical.choice, Quot.sound]
'AitkenSublinear.aitken_need_not_accelerate' depends on axioms: [propext, Classical.choice, Quot.sound]
```

## How the proof follows the calculation

The definition `tail c b` is the family $c/(n+b)$, and most of the proof consists of statements about it.

**The iteration.** `marginalStep_slope` obtains the slope from the quotient rule. `marginalStep_iterate` proves the formula $1/(n+1/a)$ by induction on $n$. It replaces $1/a$ by a positive number $b$ and rewrites $1+1/(n+b)$ as $(n+1+b)/(n+b)$, after which the fraction simplifies to the next iterate.

**One extrapolation.** `secondDiff_tail` is the closed form of $D(n)$. The tactic `positivity` shows that the three denominators are nonzero, `field_simp` clears them, and `ring` checks the polynomial identity whose numerator was reduced to $2c$ above. `aitken_tail` uses this formula twice: once to show that $D(n)$ does not vanish, and once to establish the map from $(c,b)$ to $(c/2,b+1)$. The second part is an equality of whole sequences, which is what allows the operator to be applied again.

**Repeated extrapolation.** `aitken_iterate_tail` is an induction on $k$. The induction hypothesis supplies the sequence after $k$ extrapolations, and `aitken_tail` performs the next one. The two final rewrites put the amplitude and the offset into the form expected for $k+1$.

**The limits.** `tail_tendsto` says that $c/(n+b)\to0$. `tail_ratio` writes the ratio of $c/(n+b+d)$ to $1/(n+b)$, for $b>0$ and $d\ge0$, as $c\,(1-d/(n+b+d))$ and applies the preceding lemma to the subtracted term.

**The two main theorems.** `repeated_aitken_marginal` identifies the iterates with `tail 1 (1 / a)`, inserts the $k$-fold formula, and takes $d=k$ in `tail_ratio`. In `aitken_need_not_accelerate` the sequence is `tail 1 1`. The lemma `tail_ratio` is used there twice with $d=1$: amplitude $\tfrac12$ gives the limit of $A(n)/x(n)$, and amplitude $1$ gives the successive ratio, because $x(n+1)=1/(n+2)$. The last claim follows from the uniqueness of limits: if $A(n)/x(n)$ also tended to zero, then $\tfrac12$ would equal $0$.
